# A Z_iZ_j Jastrow sum on spins one-half commutes with S² exactly when all its pair couplings are equal

Put three electrons in a pure doublet, with spins 1 and 2 in a singlet and spin 3 up, and apply Z₁Z₃:

(|↑↓↑⟩ − |↓↑↑⟩)/√2 → (|↑↓↑⟩ + |↓↑↑⟩)/√2

The new state is a quartet with probability 2/3. A Jastrow operator consisting of this term mixes total spins, and a test on two electrons would not reveal it, since Z₁Z₂ commutes with S² there.

For n spins one-half, the theorem concerns

J = Σ_{i<j} u_ij Z_i Z_j

and says that J commutes with S² if and only if all u_ij are equal. For transcorrelated methods, this decides when a spin-dependent Jastrow operator of this form respects total spin at frozen electron positions.

## Each electron is a spin one-half

A configuration s assigns up (`true`) or down (`false`) to each spin, and a wave function ψ is a complex function of s. Spatial orbitals and antisymmetry are absent. Write σ_i(s) = ±1 for `sgn s i` and F_i s for `flipSpin i s`, which reverses spin i. The Pauli operators act as

(X_i ψ)(s) = ψ(F_i s)
(Y_i ψ)(s) = −i σ_i(s) ψ(F_i s)
(Z_i ψ)(s) = σ_i(s) ψ(s)

where the i multiplying σ_i(s) is the imaginary unit. Total spin is half the sum of the Pauli operators, in units of ħ.

The derivation uses spin one-half through σ_i² = 1. For two spins one it already fails: S² connects m = (1, −1) to (0, 0), where the product m₁m₂ differs.

```lean
import Mathlib

open Matrix

namespace SpinJastrow

noncomputable section

/-- A configuration of `n` spins one-half; `true` is up and `false` is down. -/
abbrev Config (n : ℕ) := Fin n → Bool

/-- Linear operators on the spin wave functions of `n` spins one-half. -/
abbrev Op (n : ℕ) := Module.End ℂ (Config n → ℂ)

variable {n : ℕ}

/-- The configuration with spin `i` reversed. -/
def flipSpin (i : Fin n) (s : Config n) : Config n := Function.update s i (!s i)

/-- The sign of spin `i`: plus one for up, minus one for down. -/
def sgn (s : Config n) (i : Fin n) : ℂ := if s i then 1 else -1

/-- The Pauli operator X on spin `i`. -/
def pauliX (i : Fin n) : Op n where
  toFun ψ := fun s => ψ (flipSpin i s)
  map_add' _ _ := rfl
  map_smul' _ _ := rfl

/-- The Pauli operator Y on spin `i`. -/
def pauliY (i : Fin n) : Op n where
  toFun ψ := fun s => -Complex.I * sgn s i * ψ (flipSpin i s)
  map_add' _ _ := by ext s; simp only [Pi.add_apply]; ring
  map_smul' _ _ := by
    ext s; simp only [Pi.smul_apply, smul_eq_mul, RingHom.id_apply]; ring

/-- The Pauli operator Z on spin `i`. -/
def pauliZ (i : Fin n) : Op n where
  toFun ψ := fun s => sgn s i * ψ s
  map_add' _ _ := by ext s; simp only [Pi.add_apply]; ring
  map_smul' _ _ := by
    ext s; simp only [Pi.smul_apply, smul_eq_mul, RingHom.id_apply]; ring

/-- A component of the total spin: half the sum of the given Pauli operators. -/
def totalSpin (P : Fin n → Op n) : Op n := (1 / 2 : ℂ) • ∑ i, P i

/-- The square of the total spin, in units of ħ². -/
def totalSpinSq (n : ℕ) : Op n :=
  totalSpin pauliX * totalSpin pauliX + totalSpin pauliY * totalSpin pauliY
    + totalSpin pauliZ * totalSpin pauliZ
```

## The couplings are numbers multiplying Z_iZ_j

The number u_ij stands for the spin-dependent part of a pair correlation at fixed positions: a parallel pair contributes +u_ij, an antiparallel pair −u_ij. Lean allows complex values, so real couplings are included. Only entries with i < j are read; `coupling` gives the same number for either order of the pair.

J is diagonal, with value

V(s) = Σ_{i<j} u_ij σ_i(s) σ_j(s)

whereas S² flips spins. Adding the XX, YY and ZZ products gives

(S²ψ)(s) = ¼ Σ_{i,j} [(1 − σ_i(s) σ_j(F_i s)) ψ(F_j F_i s) + σ_i(s) σ_j(s) ψ(s)]

For i = j the double flip restores s. For i ≠ j its weight is 2 if the spins are antiparallel and 0 if they are parallel. These two actions are `jastrow_apply` and `totalSpinSq_apply`; the sign lemmas track each flip.

The restriction to Z_iZ_j matters. With X_iX_j + Y_iY_j + Z_iZ_j in its place, every term is a rotational scalar and J commutes with S² for any couplings.

```lean
/-- The spin-dependent Jastrow operator, a sum of `u i j` Z_i Z_j over pairs. -/
def jastrow (u : Fin n → Fin n → ℂ) : Op n :=
  ∑ i, ∑ j, if i < j then u i j • (pauliZ i * pauliZ j) else 0

/-- The value of the Jastrow sum on a spin configuration. -/
def jastrowValue (u : Fin n → Fin n → ℂ) (s : Config n) : ℂ :=
  ∑ i, ∑ j, if i < j then u i j * (sgn s i * sgn s j) else 0

/-- The coupling of an unordered pair of distinct spins. -/
def coupling (u : Fin n → Fin n → ℂ) (i j : Fin n) : ℂ :=
  (if i < j then u i j else 0) + (if j < i then u j i else 0)

/-- Reversing spin `i` changes the vector of signs only in its entry `i`. -/
theorem sgn_flip (i : Fin n) (r : Config n) :
    sgn (flipSpin i r) = sgn r + Pi.single i (-2 * sgn r i) := by
  funext a
  by_cases h : a = i
  · subst h
    cases hr : r a <;> simp [sgn, flipSpin, hr] <;> norm_num
  · simp [sgn, flipSpin, Function.update_of_ne h, Pi.single_eq_of_ne h]

/-- Reversing one spin leaves the sign of any other spin unchanged. -/
theorem sgn_flip_ne {i a : Fin n} (h : i ≠ a) (r : Config n) :
    sgn (flipSpin i r) a = sgn r a := by
  simp [sgn, flipSpin, Function.update_of_ne (Ne.symm h)]

/-- The action of total S² on a wave function, as a sum over double spin flips
and a diagonal part. -/
theorem totalSpinSq_apply (ψ : Config n → ℂ) (s : Config n) :
    totalSpinSq n ψ s = 1 / 4 * ∑ i, ∑ j,
      ((1 - sgn s i * sgn (flipSpin i s) j) * ψ (flipSpin j (flipSpin i s))
        + sgn s i * sgn s j * ψ s) := by
  have ht : ∀ (P : Fin n → Op n) φ r, totalSpin P φ r = 1 / 2 * ∑ i, P i φ r :=
    fun P φ r => by simp [totalSpin, LinearMap.sum_apply, Finset.sum_apply]
  have hx : ∀ i (φ : Config n → ℂ) r, pauliX i φ r = φ (flipSpin i r) :=
    fun _ _ _ => rfl
  have hy : ∀ i (φ : Config n → ℂ) r,
      pauliY i φ r = -Complex.I * sgn r i * φ (flipSpin i r) := fun _ _ _ => rfl
  have hz : ∀ i (φ : Config n → ℂ) r, pauliZ i φ r = sgn r i * φ r :=
    fun _ _ _ => rfl
  simp only [totalSpinSq, LinearMap.add_apply, Pi.add_apply, Module.End.mul_apply,
    ht, hx, hy, hz, Finset.mul_sum, ← Finset.sum_add_distrib]
  refine Finset.sum_congr rfl fun i _ => Finset.sum_congr rfl fun j _ => ?_
  linear_combination (1 / 4 * sgn s i * sgn (flipSpin i s) j
    * ψ (flipSpin j (flipSpin i s))) * Complex.I_sq

/-- The Jastrow operator multiplies a wave function by its value on each configuration. -/
theorem jastrow_apply (u : Fin n → Fin n → ℂ) (ψ : Config n → ℂ) (s : Config n) :
    jastrow u ψ s = jastrowValue u s * ψ s := by
  simp only [jastrow, jastrowValue, LinearMap.sum_apply, Finset.sum_apply, Finset.sum_mul]
  refine Finset.sum_congr rfl fun i _ => Finset.sum_congr rfl fun j _ => ?_
  split_ifs
  · show u i j * (sgn s i * (sgn s j * ψ s)) = _
    ring
  · simp
```

## Commutation means that reversing an antiparallel pair leaves V unchanged

Reversing an antiparallel pair exchanges its two spins. Subtracting the two orders of operation gives

([J, S²]ψ)(s) = ¼ Σ_{i,j} (1 − σ_i(s) σ_j(F_i s)) (V(s) − V(F_j F_i s)) ψ(F_j F_i s)

If V survives every such exchange, each term vanishes; this is `key` in the proof.

Conversely, let k and l be antiparallel in s, set t = F_l F_k s, and let ψ be 1 on t and 0 elsewhere. The ordered pairs (k, l) and (l, k) give (S²ψ)(s) = ¼(2 + 2) = 1, so commutation forces V(s) = V(t). Lean needs only that this matrix element is nonzero (`hne`), which it gets from a positive real part. Where exchange invariance fails, this element makes the commutator nonzero.

```lean
/-- The Jastrow operator commutes with total S² exactly when its value is unchanged
by reversing both spins of any antiparallel pair. -/
theorem commute_iff_exchange (u : Fin n → Fin n → ℂ) :
    Commute (jastrow u) (totalSpinSq n) ↔ ∀ s i j, s i ≠ s j →
      jastrowValue u (flipSpin j (flipSpin i s)) = jastrowValue u s := by
  constructor
  · intro hc s k l hs
    have hkl : k ≠ l := fun h => hs (by rw [h])
    have hab : sgn s k * sgn (flipSpin k s) l = -1 := by
      rw [sgn_flip_ne hkl]
      unfold sgn
      revert hs
      cases s k <;> cases s l <;> simp
    obtain ⟨t, ht⟩ : ∃ t, t = flipSpin l (flipSpin k s) := ⟨_, rfl⟩
    have h1 : t k = !s k := by
      rw [ht]; simp [flipSpin, Function.update_of_ne hkl]
    have hst : s ≠ t := by
      intro h
      rw [← h] at h1
      cases hk : s k <;> simp [hk] at h1
    -- test the commutator on the single configuration t
    obtain ⟨ψ, hψ⟩ : ∃ ψ : Config n → ℂ, ∀ r, ψ r = if r = t then 1 else 0 :=
      ⟨fun r => if r = t then 1 else 0, fun _ => rfl⟩
    have hJ : jastrow u ψ = jastrowValue u t • ψ := by
      funext r
      rw [jastrow_apply, Pi.smul_apply, smul_eq_mul, hψ]
      split_ifs with hr
      · rw [hr]
      · simp
    have hterm : ∀ i j, 0 ≤ ((1 - sgn s i * sgn (flipSpin i s) j)
        * ψ (flipSpin j (flipSpin i s)) + sgn s i * sgn s j * ψ s).re := by
      intro i j
      rw [hψ s, if_neg hst, hψ]
      unfold sgn
      split_ifs <;> norm_num
    have hne : totalSpinSq n ψ s ≠ 0 := by
      rw [totalSpinSq_apply]
      refine mul_ne_zero (by norm_num) fun h0 => ?_
      have hpos := congrArg Complex.re h0
      simp only [Complex.re_sum, Complex.zero_re] at hpos
      refine (ne_of_gt (Finset.sum_pos' (fun i _ => Finset.sum_nonneg fun j _ => hterm i j)
        ⟨k, Finset.mem_univ k, Finset.sum_pos' (fun j _ => hterm k j)
          ⟨l, Finset.mem_univ l, ?_⟩⟩)) hpos
      rw [hψ s, if_neg hst, hψ, if_pos ht.symm, hab]
      norm_num
    have h := congrFun (LinearMap.congr_fun hc.eq ψ) s
    rw [Module.End.mul_apply, Module.End.mul_apply, jastrow_apply, hJ, map_smul,
      Pi.smul_apply, smul_eq_mul] at h
    rw [← ht]
    exact (mul_right_cancel₀ hne h).symm
  · intro h
    refine LinearMap.ext fun ψ => funext fun s => ?_
    rw [Module.End.mul_apply, Module.End.mul_apply, jastrow_apply, totalSpinSq_apply,
      totalSpinSq_apply]
    simp only [jastrow_apply, Finset.mul_sum]
    refine Finset.sum_congr rfl fun i _ => Finset.sum_congr rfl fun j _ => ?_
    -- each double flip has zero weight or preserves the Jastrow value
    have key : (1 - sgn s i * sgn (flipSpin i s) j)
        * (jastrowValue u s - jastrowValue u (flipSpin j (flipSpin i s))) = 0 := by
      by_cases hs : s i = s j
      · by_cases hij : i = j
        · subst hij
          have : flipSpin i (flipSpin i s) = s := by simp [flipSpin]
          rw [this, sub_self, mul_zero]
        · have : sgn s i * sgn (flipSpin i s) j = 1 := by
            rw [sgn_flip_ne hij]
            unfold sgn
            rw [hs]
            split_ifs <;> norm_num
          rw [this, sub_self, zero_mul]
      · rw [h s i j hs, sub_self, mul_zero]
    linear_combination (1 / 4 * ψ (flipSpin j (flipSpin i s))) * key
```

## A third spin is present

Let w_ab be the coupling of the unordered pair a, b. If J commutes with S², exchanging k up and l down must leave V unchanged, so

ΔV = −2 Σ_{a≠k,l} (w_ka − w_la) σ_a = 0

Take this equation with a third spin j up, then down, and the others fixed. Subtracting leaves

4(w_jk − w_jl) = 0

In `coupling_eq`, V is a quadratic form in the signs, s has every spin up except l, and `h1` and `h2` are the two equations. The final `linear_combination` takes a quarter of their difference. Without a third spin, the sum is empty and nothing constrains the coupling.

```lean
/-- If the Jastrow value is unchanged by reversing antiparallel pairs, a spin `j` couples
equally to any two other spins `k` and `l`. -/
theorem coupling_eq (u : Fin n → Fin n → ℂ)
    (h : ∀ s i j, s i ≠ s j →
      jastrowValue u (flipSpin j (flipSpin i s)) = jastrowValue u s)
    {j k l : Fin n} (hjk : j ≠ k) (hjl : j ≠ l) (hkl : k ≠ l) :
    coupling u j k = coupling u j l := by
  obtain ⟨T, hT⟩ : ∃ T : Matrix (Fin n) (Fin n) ℂ, ∀ a b, T a b = if a < b then u a b else 0 :=
    ⟨fun a b => if a < b then u a b else 0, fun _ _ => rfl⟩
  have hQ : ∀ r, jastrowValue u r = sgn r ⬝ᵥ T *ᵥ sgn r := by
    intro r
    simp only [jastrowValue, dotProduct, Matrix.mulVec, Finset.mul_sum, hT]
    refine Finset.sum_congr rfl fun a _ => Finset.sum_congr rfl fun b _ => ?_
    split_ifs <;> ring
  have hb : ∀ a b (p q : ℂ), Pi.single a p ⬝ᵥ T *ᵥ Pi.single b q = p * T a b * q := by
    intro a b p q
    simp only [dotProduct, Matrix.mulVec]
    simp [Pi.single_apply, mul_assoc]
  have hw : ∀ r, sgn r k = 1 → sgn r l = -1 → sgn (flipSpin l (flipSpin k r))
      = sgn r + Pi.single k (-2 * 1) + Pi.single l (-2 * -1) := by
    intro r h1 h2
    rw [sgn_flip l, sgn_flip_ne hkl, sgn_flip k, h1, h2]
  -- all spins up except l; compare with the same configuration after reversing j
  obtain ⟨s, hs⟩ : ∃ s : Config n, ∀ a, s a = decide (a ≠ l) := ⟨fun a => decide (a ≠ l), fun _ => rfl⟩
  have sj : sgn s j = 1 := by simp [sgn, hs, hjl]
  have sk : sgn s k = 1 := by simp [sgn, hs, hkl]
  have sl : sgn s l = -1 := by simp [sgn, hs]
  have h1 := h s k l (by simp [hs, hkl])
  have h2 := h (flipSpin j s) k l (by
    simp [flipSpin, Function.update_of_ne hjk.symm, Function.update_of_ne hjl.symm, hs, hkl])
  rw [hQ, hQ, hw s sk sl] at h1
  rw [hQ, hQ, hw _ ((sgn_flip_ne hjk s).trans sk) ((sgn_flip_ne hjl s).trans sl),
    sgn_flip j, sj] at h2
  simp only [add_dotProduct, dotProduct_add, Matrix.mulVec_add, hb] at h1 h2
  simp only [coupling, ← hT]
  linear_combination (1 / 4) * (h2 - h1)
```

## All pair couplings share one value

Suppose first that every pair coupling equals c. At fixed positions, V then depends on the spins only through their total projection. Let M = Σ_a σ_a. Since σ_a² = 1,

M² = n + 2 Σ_{a<b} σ_a σ_b
V = c(M² − n)/2

An antiparallel exchange preserves M, hence V. Lean proves the formula as `hV`.

For the other direction, two pairs i, j and k, l are linked by steps between pairs that share a spin:

w_ij = w_il = w_lk if i ≠ l
w_ij = w_ik = w_lk if i = l

With fewer than two spins there are no pairs, and both sides of the equivalence hold. If two couplings differ, J fails to commute with S².

The exchange argument also covers the Jastrow factor e^J, which is diagonal with values e^V. For real couplings e^V determines V, so e^J commutes with S² under the same condition, a corollary left unformalised here.

```lean
/-- For any number of spins one-half, the Jastrow operator commutes with total S²
if and only if all its pair couplings are equal. -/
theorem jastrow_commute_iff (u : Fin n → Fin n → ℂ) :
    Commute (jastrow u) (totalSpinSq n) ↔ ∃ c, ∀ i j, i < j → u i j = c := by
  rw [commute_iff_exchange]
  constructor
  · intro h
    have hW : ∀ a b d, a ≠ b → a ≠ d → coupling u a b = coupling u a d := by
      intro a b d hab had
      by_cases hbd : b = d
      · rw [hbd]
      · exact coupling_eq u h hab had hbd
    have hsymm : ∀ a b, coupling u a b = coupling u b a := fun a b => add_comm _ _
    have hu : ∀ a b, a < b → coupling u a b = u a b := fun a b hab => by
      simp [coupling, hab, lt_asymm hab]
    by_cases hp : ∃ k l : Fin n, k < l
    · obtain ⟨k, l, hkl⟩ := hp
      refine ⟨u k l, fun i j hij => ?_⟩
      rw [← hu i j hij, ← hu k l hkl]
      -- link the two pairs by steps between pairs that share a spin
      by_cases hil : i = l
      · subst hil
        rw [hW i j k hij.ne hkl.ne', hsymm]
      · rw [hW i j l hij.ne hil, hsymm i l, hW l i k (Ne.symm hil) hkl.ne', hsymm]
    · exact ⟨0, fun i j hij => absurd ⟨i, j, hij⟩ hp⟩
  · rintro ⟨c, hc⟩ s i j hs
    -- with equal couplings the value depends only on the sum of the signs
    have hV : ∀ r, 2 * jastrowValue u r = c * ((∑ a, sgn r a) ^ 2 - n) := by
      intro r
      have hsw : jastrowValue u r
          = ∑ a, ∑ b, if b < a then c * (sgn r a * sgn r b) else 0 := by
        unfold jastrowValue
        rw [Finset.sum_comm]
        refine Finset.sum_congr rfl fun a _ => Finset.sum_congr rfl fun b _ => ?_
        split_ifs with hba
        · rw [hc _ _ hba]; ring
        · rfl
      have hdiag : (∑ a : Fin n, ∑ b : Fin n, if a = b then c else 0) = c * n := by
        simp [mul_comm]
      have htot : jastrowValue u r
          + (∑ a, ∑ b, if b < a then c * (sgn r a * sgn r b) else 0)
          + (∑ a : Fin n, ∑ b : Fin n, if a = b then c else 0) = c * (∑ a, sgn r a) ^ 2 := by
        rw [sq, Finset.sum_mul_sum]
        simp only [jastrowValue, Finset.mul_sum, ← Finset.sum_add_distrib]
        refine Finset.sum_congr rfl fun a _ => Finset.sum_congr rfl fun b _ => ?_
        rcases lt_trichotomy a b with hab | hab | hab
        · simp [hab, lt_asymm hab, hab.ne, hc a b hab]
        · subst hab
          have h2 : sgn r a * sgn r a = 1 := by unfold sgn; split_ifs <;> norm_num
          simp [h2]
        · simp [hab, lt_asymm hab, hab.ne']
      linear_combination htot + hsw - hdiag
    have hsum : ∀ (r : Config n) a,
        ∑ b, sgn (flipSpin a r) b = ∑ b, sgn r b + -2 * sgn r a := by
      intro r a
      rw [sgn_flip]
      simp [Finset.sum_add_distrib, Pi.single_apply]
    have hij : i ≠ j := fun h => hs (by rw [h])
    have hsgn : sgn s j = -sgn s i := by
      unfold sgn
      revert hs
      cases s i <;> cases s j <;> simp
    have h1 := hV (flipSpin j (flipSpin i s))
    rw [hsum, hsum, sgn_flip_ne hij, hsgn] at h1
    linear_combination (h1 - hV s) / 2
```

## Three electrons against two

Electrons 1, 2, 3 are Lean's sites 0, 1, 2. For three spins, a common value c means u12 = u13 and u13 = u23; the proof places the couplings in a table and applies the general theorem. For two spins there is one pair, so u itself is the common value and the operators always commute.

```lean
/-- On three spins one-half, u12 Z1Z2 + u13 Z1Z3 + u23 Z2Z3 commutes with total S²
if and only if u12 = u13 = u23. -/
theorem three_spins_commute_iff (u12 u13 u23 : ℂ) :
    Commute (u12 • (pauliZ 0 * pauliZ 1) + u13 • (pauliZ 0 * pauliZ 2)
      + u23 • (pauliZ 1 * pauliZ 2)) (totalSpinSq 3) ↔ u12 = u13 ∧ u13 = u23 := by
  have e : u12 • (pauliZ 0 * pauliZ 1) + u13 • (pauliZ 0 * pauliZ 2)
      + u23 • (pauliZ 1 * pauliZ 2)
      = jastrow (n := 3) ![![0, u12, u13], ![0, 0, u23], ![0, 0, 0]] := by
    simp [jastrow, Fin.sum_univ_three]
  rw [e, jastrow_commute_iff]
  constructor
  · rintro ⟨c, hc⟩
    have h1 : u12 = c := hc 0 1 (by decide)
    have h2 : u13 = c := hc 0 2 (by decide)
    have h3 : u23 = c := hc 1 2 (by decide)
    exact ⟨h1.trans h2.symm, h2.trans h3.symm⟩
  · rintro ⟨h1, h2⟩
    refine ⟨u12, fun i j hij => ?_⟩
    fin_cases i <;> fin_cases j <;> simp_all

/-- On two spins one-half, u Z1Z2 commutes with total S² for every coupling u. -/
theorem two_spins_commute (u : ℂ) :
    Commute (u • (pauliZ 0 * pauliZ 1)) (totalSpinSq 2) := by
  have e : u • (pauliZ 0 * pauliZ 1) = jastrow (n := 2) (fun _ _ => u) := by
    simp [jastrow, Fin.sum_univ_two]
  rw [e, jastrow_commute_iff]
  exact ⟨u, fun _ _ _ => rfl⟩

end

end SpinJastrow
```

```lean
#print axioms SpinJastrow.jastrow_commute_iff
-- 'SpinJastrow.jastrow_commute_iff' depends on axioms: [propext, Classical.choice, Quot.sound]
#print axioms SpinJastrow.three_spins_commute_iff
-- 'SpinJastrow.three_spins_commute_iff' depends on axioms: [propext, Classical.choice, Quot.sound]
#print axioms SpinJastrow.two_spins_commute
-- 'SpinJastrow.two_spins_commute' depends on axioms: [propext, Classical.choice, Quot.sound]
```
